# A plane wave of integer index sums to zero over a shifted uniform Brillouin-zone mesh unless the number of points divides the index

The theorem `mesh_sum_exp` concerns a finite one-dimensional mesh of N ≥ 1 points k_j = 2πj/N, all shifted by the same real number A. For an integer m, it says that the sum of exp(i m (k_j + A)) over j = 0, …, N − 1 is N exp(i m A) if N divides m, and zero otherwise; the sum is not divided by N. The attempt writes each term as the common phase exp(i m A) times the j-th power of ζ^m, where ζ = exp(2πi/N) is a primitive N-th root of unity. If N divides m, then ζ^m = 1 and the terms are all equal; if not, the geometric sum vanishes because (ζ^m)^N = 1 while ζ^m ≠ 1.

This version doesn't compile in Lean 4 with Mathlib:

```lean
import Mathlib

open Finset

namespace MeshSumExp

noncomputable section

/-- The mesh point `k_j = 2 π j / N` of the Brillouin zone, for `N ≥ 1`. -/
def mesh (N j : ℕ) : ℝ := 2 * Real.pi * j / N

/-- On a shifted mesh of `N ≥ 1` points the plane wave with integer index `m` sums to zero,
unless `N` divides `m`, when all points contribute the same phase. -/
theorem mesh_sum_exp {N : ℕ} (hN : N ≠ 0) (m : ℤ) (A : ℝ) :
    ∑ j ∈ range N, Complex.exp (((m * (mesh N j + A) : ℝ) : ℂ) * Complex.I) =
      if (N : ℤ) ∣ m then (N : ℂ) * Complex.exp (((m * A : ℝ) : ℂ) * Complex.I) else 0 := by
  have hζ := Complex.isPrimitiveRoot_exp N hN
  -- each term is a power of a root of unity times a common phase
  have term : ∀ j : ℕ, Complex.exp (((m * (mesh N j + A) : ℝ) : ℂ) * Complex.I) =
      (Complex.exp (2 * Real.pi * Complex.I / N) ^ m) ^ j *
        Complex.exp (((m * A : ℝ) : ℂ) * Complex.I) := by
    intro j
    rw [← Complex.exp_int_mul, ← Complex.exp_nat_mul, ← Complex.exp_add]
    congr 1
    simp only [mesh]
    push_cast
    ring
  simp only [term]
  rw [← sum_mul]
  split_ifs with hd
  · rw [(hζ.zpow_eq_one_iff_dvd m).mpr hd]
    simp
  · -- the geometric series closes after a full turn
    have hne : Complex.exp (2 * Real.pi * Complex.I / N) ^ m - 1 ≠ 0 :=
      fun h => hd ((hζ.zpow_eq_one_iff_dvd m).mp (sub_eq_zero.mp h))
    have hpow : (Complex.exp (2 * Real.pi * Complex.I / N) ^ m) ^ N = 1 := by
      rw [← zpow_natCast, ← zpow_mul, mul_comm, zpow_mul, zpow_natCast, hζ.pow_eq_one,
        one_zpow]
    have hg := geom_sum_mul (Complex.exp (2 * Real.pi * Complex.I / N) ^ m) N
    rw [hpow, sub_self] at hg
    rw [(mul_eq_zero.mp hg).resolve_right hne, zero_mul]

end

end MeshSumExp
```

Compiling this gives:

```
Main.lean:37:72: error: Tactic `rewrite` failed: Did not find an occurrence of the pattern
  Complex.exp (2 * ↑Real.pi * Complex.I / ↑N) ^ N
in the target expression
  (Complex.exp (Complex.I * (2 * ↑Real.pi) / ↑N) ^ m) ^ N = 1

N : ℕ
hN : N ≠ 0
m : ℤ
A : ℝ
hζ : IsPrimitiveRoot (Complex.exp (2 * ↑Real.pi * Complex.I / ↑N)) N
term :
  ∀ (j : ℕ),
    Complex.exp (↑(↑m * (mesh N j + A)) * Complex.I) =
      (Complex.exp (2 * ↑Real.pi * Complex.I / ↑N) ^ m) ^ j * Complex.exp (↑(↑m * A) * Complex.I)
hd : ¬↑N ∣ m
hne : Complex.exp (2 * ↑Real.pi * Complex.I / ↑N) ^ m - 1 ≠ 0
⊢ (Complex.exp (Complex.I * (2 * ↑Real.pi) / ↑N) ^ m) ^ N = 1
```

The error is in the proof of `hpow`, the claim that (ζ^m)^N = 1. After the first two rewrites the left side is ζ raised to the integer product `m * N`, and `mul_comm` was meant to swap these two factors. Given no arguments, it may match any product, and it took the one inside the exponential: the message shows `2 * ↑Real.pi * Complex.I` turned into `Complex.I * (2 * ↑Real.pi)`.

The exponent was still `m * N`, so `zpow_mul` and `zpow_natCast` only brought back the form (…^m)^N. `hζ.pow_eq_one` needs ζ^N, with ζ written as in `hζ`, and found no such term.

The repair writes `mul_comm m (N : ℤ)`, which fits only the product in the exponent. That becomes `N * m` and ζ is left alone. `zpow_mul` and `zpow_natCast` then give (ζ^N)^m, `hζ.pow_eq_one` replaces ζ^N by 1, and `one_zpow` finishes the proof of `hpow`.

This version goes through:

```diff
@@ -35,5 +35,5 @@
       fun h => hd ((hζ.zpow_eq_one_iff_dvd m).mp (sub_eq_zero.mp h))
     have hpow : (Complex.exp (2 * Real.pi * Complex.I / N) ^ m) ^ N = 1 := by
-      rw [← zpow_natCast, ← zpow_mul, mul_comm, zpow_mul, zpow_natCast, hζ.pow_eq_one,
+      rw [← zpow_natCast, ← zpow_mul, mul_comm m (N : ℤ), zpow_mul, zpow_natCast, hζ.pow_eq_one,
         one_zpow]
     have hg := geom_sum_mul (Complex.exp (2 * Real.pi * Complex.I / N) ^ m) N
```
